# Point charges on a line perpendicular to a grounded conducting plane have non-positive image energy

`imageEnergy_nonpos` concerns finitely many fixed point charges, of any sign, at positive heights on one axis, with opposite image charges at the mirrored heights, as for a grounded conducting plane at height zero. It states that the image energy, half the sum of each charge times the image potential at its position, is at most zero; in Gaussian units this energy is `-(1/2) ∑ᵢⱼ qᵢ qⱼ / (zᵢ + zⱼ)`. The direct Coulomb energy between the real charges is not included, and heights may coincide. The proof is by induction on the set of charges: `imageEnergy_split`, taken at the height of the newly inserted charge, writes the energy as a non-positive term plus the image energy of reduced charges. The reduced charge at the new site is zero, so that site can be dropped and the induction hypothesis applied.

An attempt in Lean 4 with a fault in it:

```lean
import Mathlib

open Finset

namespace ImageEnergyNonpos

noncomputable section

variable {ι : Type*} {s : Finset ι} {z : ι → ℝ}

/-- Coulomb potential (Gaussian units) of charges `q j` at heights `z j` on the axis, at
distance `ρ` from the axis and height `h`; its domain is the set of points away from the charges. -/
def chargePotential (s : Finset ι) (q z : ι → ℝ) (ρ h : ℝ) : ℝ :=
  ∑ j ∈ s, q j / √(ρ ^ 2 + (h - z j) ^ 2)

/-- Potential of the image charges: opposite charges at the mirrored heights. Its domain is the
set of points away from the images. -/
def imagePotential (s : Finset ι) (q z : ι → ℝ) (ρ h : ℝ) : ℝ :=
  chargePotential s (fun j => -q j) (fun j => -z j) ρ h

/-- Image energy: half the sum of each charge times the image potential at its position,
for charges at positive heights. -/
def imageEnergy (s : Finset ι) (q z : ι → ℝ) : ℝ :=
  1 / 2 * ∑ i ∈ s, q i * imagePotential s q z 0 (z i)

/-- The charge `q i` scaled by `(z i - a) / (z i + a)`, for `z i + a ≠ 0`. -/
def reducedCharge (q z : ι → ℝ) (a : ℝ) (i : ι) : ℝ :=
  q i * (z i - a) / (z i + a)

/-- For charges at positive heights, the image potential on the axis at height `a > 0` is
minus the sum of `q j / (z j + a)`. -/
theorem imagePotential_on_axis (q : ι → ℝ) (hz : ∀ i ∈ s, 0 < z i) {a : ℝ} (ha : 0 < a) :
    imagePotential s q z 0 a = -∑ j ∈ s, q j / (z j + a) := by
  simp only [imagePotential, chargePotential]
  rw [← Finset.sum_neg_distrib]
  refine Finset.sum_congr rfl fun j hj => ?_
  have hr : √((0 : ℝ) ^ 2 + (a - -z j) ^ 2) = z j + a := by
    rw [show (0 : ℝ) ^ 2 + (a - -z j) ^ 2 = (z j + a) ^ 2 by ring]
    exact Real.sqrt_sq (by linarith [hz j hj])
  rw [hr, neg_div]

/-- For charges at positive heights, the image energy is `-(1/2) ∑ᵢⱼ qᵢ qⱼ / (zᵢ + zⱼ)`. -/
theorem imageEnergy_eq (q : ι → ℝ) (hz : ∀ i ∈ s, 0 < z i) :
    imageEnergy s q z = -(1 / 2) * ∑ i ∈ s, ∑ j ∈ s, q i * q j / (z i + z j) := by
  have h : ∑ i ∈ s, q i * imagePotential s q z 0 (z i)
      = -∑ i ∈ s, ∑ j ∈ s, q i * q j / (z i + z j) := by
    rw [← Finset.sum_neg_distrib]
    refine Finset.sum_congr rfl fun i hi => ?_
    rw [imagePotential_on_axis q hz (hz i hi), mul_neg, Finset.mul_sum]
    refine congrArg Neg.neg (Finset.sum_congr rfl fun j _ => ?_)
    rw [add_comm (z j) (z i), mul_div_assoc]
  rw [imageEnergy, h]
  ring

/-- For charges at positive heights and any height `a > 0`, the image energy is `-a` times the
squared image potential on the axis at `a`, plus the image energy of the reduced charges. -/
theorem imageEnergy_split (q : ι → ℝ) (hz : ∀ i ∈ s, 0 < z i) {a : ℝ} (ha : 0 < a) :
    imageEnergy s q z = -a * imagePotential s q z 0 a ^ 2
      + imageEnergy s (reducedCharge q z a) z := by
  have key : ∑ i ∈ s, ∑ j ∈ s, q i * q j / (z i + z j)
      = 2 * a * (∑ i ∈ s, q i / (z i + a)) ^ 2
        + ∑ i ∈ s, ∑ j ∈ s,
          reducedCharge q z a i * reducedCharge q z a j / (z i + z j) := by
    rw [sq, Finset.sum_mul_sum, Finset.mul_sum, ← Finset.sum_add_distrib]
    refine Finset.sum_congr rfl fun i hi => ?_
    rw [Finset.mul_sum, ← Finset.sum_add_distrib]
    refine Finset.sum_congr rfl fun j hj => ?_
    -- (zᵢ + a)(zⱼ + a) - (zᵢ - a)(zⱼ - a) = 2a(zᵢ + zⱼ)
    have hi0 := hz i hi
    have hj0 := hz j hj
    have h1 : z i + z j ≠ 0 := by positivity
    have h2 : z i + a ≠ 0 := by positivity
    have h3 : z j + a ≠ 0 := by positivity
    simp only [reducedCharge]
    field_simp
    ring
  rw [imageEnergy_eq q hz, imageEnergy_eq (reducedCharge q z a) hz,
    imagePotential_on_axis q hz ha]
  linear_combination (-(1 / 2)) * key

/-- A site that carries no charge can be left out of the image energy. -/
theorem imageEnergy_insert [DecidableEq ι] {n : ι} (hn : n ∉ s) {q : ι → ℝ} (h0 : q n = 0) :
    imageEnergy (insert n s) q z = imageEnergy s q z := by
  simp only [imageEnergy, imagePotential, chargePotential, Finset.sum_insert hn, h0,
    neg_zero, zero_div, zero_mul, zero_add]

/-- The image energy of charges at positive heights, distinct or not, is at most zero. -/
theorem imageEnergy_nonpos (q : ι → ℝ) (hz : ∀ i ∈ s, 0 < z i) : imageEnergy s q z ≤ 0 := by
  classical
  have main : ∀ t : Finset ι, (∀ i ∈ t, 0 < z i) → ∀ p : ι → ℝ, imageEnergy t p z ≤ 0 := by
    intro t
    induction t using Finset.induction_on with
    | empty => intro _ p; simp [imageEnergy]
    | insert n t hn ih =>
      intro ht p
      have hn0 := ht n (Finset.mem_insert_self n t)
      -- splitting at the height of charge n removes that charge
      have e := imageEnergy_split p ht hn0
      rw [imageEnergy_insert hn (by simp [reducedCharge])] at e
      have h1 := ih (fun i hi => ht i (Finset.mem_insert_of_mem hi)) (reducedCharge p z (z n))
      have h2 := mul_nonneg hn0.le (sq_nonneg (imagePotential (insert n t) p z 0 (z n)))
      linarith
  exact main s hz q

end

end ImageEnergyNonpos
```

Compiling this gives:

```
Main.lean:99:36: error: `simp` made no progress
Main.lean:102:6: error: linarith failed to find a contradiction
case insert
ι : Type u_1
s : Finset ι
z q : ι → ℝ
hz : ∀ i ∈ s, 0 < z i
n : ι
t : Finset ι
hn : n ∉ t
ih : (∀ i ∈ t, 0 < z i) → ∀ (p : ι → ℝ), imageEnergy t p z ≤ 0
ht : ∀ i ∈ insert n t, 0 < z i
p : ι → ℝ
hn0 : 0 < z n
e :
  imageEnergy t p z =
    -z n * imagePotential (insert n t) p z 0 (z n) ^ 2 + imageEnergy (insert n t) (reducedCharge p z (z n)) z
h1 : imageEnergy t (reducedCharge p z (z n)) z ≤ 0
h2 : 0 ≤ z n * imagePotential (insert n t) p z 0 (z n) ^ 2
a✝ : 0 < imageEnergy (insert n t) p z
⊢ False
failed
```

Lean accepts the file once it reads:

```diff
@@ -97,5 +97,6 @@
       -- splitting at the height of charge n removes that charge
       have e := imageEnergy_split p ht hn0
-      rw [imageEnergy_insert hn (by simp [reducedCharge])] at e
+      have h0 : reducedCharge p z (z n) n = 0 := by simp [reducedCharge]
+      rw [imageEnergy_insert hn h0] at e
       have h1 := ih (fun i hi => ht i (Finset.mem_insert_of_mem hi)) (reducedCharge p z (z n))
       have h2 := mul_nonneg hn0.le (sq_nonneg (imagePotential (insert n t) p z 0 (z n)))
```

What went wrong. The first error comes from the proof passed to `imageEnergy_insert` inside `rw`. The charge function `q` is an implicit argument there, and `rw` postpones the `by` block until it has matched the lemma against `e`. The first match is the energy of the original charges on the left of `e`, so `q` becomes `p`. The `by` block then has to prove `p n = 0`, which does not follow from the hypotheses. That goal contains no `reducedCharge` to unfold, and `simp` makes no progress.

The second error follows from the same match. Lean reports the failed proof, recovers and keeps the rewrite. The printed `e` shows `n` removed from the energy of `p`, while the reduced charges on the right still have `insert n t`. Neither energy in `e` is now the one in the negated goal or in `h1`, so `linarith` cannot combine them.

The repair proves `h0` first, with the charge function written out. `simp` can then unfold `reducedCharge` and find the factor `z n - z n`. Passing `h0` also fixes `q` before the matching starts, so `rw` removes `n` from the reduced-charge energy only, and `linarith` closes the goal from `e`, `h1` and `h2`.
